# The triplet pair function $x_0(1+r/4)$ is once, but not twice, continuously differentiable at coalescence

A parallel-spin pair function vanishes where the electrons meet, but that alone does not make it smooth there. Along one axis through coalescence, the second derivative of the function in the title jumps from $-1/2$ to $1/2$. A central second difference at the origin returns exactly $0$ and hides the jump, since the function is odd.

## A jump of one in the second derivative

Let $x=(x_0,x_1,x_2)$ be the relative position of two electrons and $r=\|x\|$. The indices start at zero, as in the code. For a real coefficient $c$, define

$$f_c(x)=x_0(1+c\,r).$$

The factor $x_0$ gives the sign change under electron exchange that a triplet requires, and $c$ sets the strength of the linear correlation term. For every $c$ the function is continuously differentiable on all of space. On the $x_0$ axis, at $x=(s,0,0)$ with $s\neq0$,

$$\partial_0^2 f_c=2c\,\frac{s}{|s|},$$

and $f_c$ is twice continuously differentiable at the origin exactly when $c=0$.

The value $c=1/4$ comes from the relative-motion Hamiltonian in atomic units, $H=-\nabla^2+1/r$. Away from the origin,

$$Hf_c=(1-4c)\frac{x_0}{r}+c\,x_0,$$

which tends to zero at coalescence exactly when $c=1/4$. For that value the Laplacian, which has no limit at the origin, cancels the $x_0/r$ part of the Coulomb term.

## Local energies and finite differences near coalescence

In quantum Monte Carlo the local energy is $Hf/f$. Dividing the last formula by $f_c$ where $f_c\ne0$, a step the file does not take, gives

$$\frac{Hf_c}{f_c}=\frac{1-4c}{r(1+cr)}+\frac{c}{1+cr}.$$

In this one-parameter model of an isolated pair, the local energy therefore diverges as $1/r$ unless $c=1/4$. A parallel-spin correlation factor with the wrong slope shows up as spikes when two electrons approach each other.

The jump also gives a simple check of derivative code. With step $h>0$, the one-sided second difference $(f_c(2h,0,0)-2f_c(h,0,0)+f_c(0))/h^2$ equals $2c$, and its mirror image equals $-2c$.

## From the gradient to the Coulomb cancellation

**First derivatives.** For $x\neq0$ we have $\partial_i r=x_i/r$, so

$$\partial_i f_c=\delta_{i0}(1+cr)+c\,\frac{x_0x_i}{r}.$$

At the origin, $|x_0r|\le r^2$ shows that $x_0r$ has derivative zero, so the gradient of $f_c$ there is $(1,0,0)$. Since $|x_0x_i/r|\le r$, the gradient tends to this value as $r\to0$. Hence $f_c$ is continuously differentiable everywhere.

**Second derivatives.** For $x\ne0$, the first term contributes $c\,\delta_{i0}x_i/r$. The product and quotient rules applied to the second give $c(\delta_{i0}x_i/r+x_0/r-x_0x_i^2/r^3)$. Together,

$$\partial_i^2f_c=c\left(\frac{2\delta_{i0}x_i}{r}+\frac{x_0}{r}-\frac{x_0x_i^2}{r^3}\right).$$

At $x=(s,0,0)$ with $i=0$ the bracket is $2s/|s|+s/|s|-s/|s|=2s/|s|$. For $c=1/4$ the one-sided limits are $1/2$ and $-1/2$.

**Failure of the second order.** On the axis, $\partial_0f_c=1+2c|s|$. If $f_c$ were twice continuously differentiable at the origin, this would be differentiable at $s=0$, which forces $c=0$. Conversely, $f_0=x_0$ is linear and therefore smooth.

**The Hamiltonian.** Summing over $i$ and using $\sum_i x_i^2=r^2$,

$$\nabla^2f_c=c\left(\frac{2x_0}{r}+\frac{3x_0}{r}-\frac{x_0}{r}\right)=4c\,\frac{x_0}{r}.$$

The potential term is $f_c/r=x_0/r+c\,x_0$, and subtracting the Laplacian gives the stated formula for $Hf_c$. Along the positive axis it tends to $1-4c$, so a zero limit requires $c=1/4$. For that value $Hf_c=x_0/4$, which tends to zero from every direction.

## The Lean file

```lean
import Mathlib

open Filter Topology

namespace TripletCusp

noncomputable section

/-- The space of relative positions of two electrons. -/
abbrev Space := EuclideanSpace ℝ (Fin 3)

/-- The unit vector along the coordinate axis `i`. -/
def e (i : Fin 3) : Space := EuclideanSpace.single i 1

/-- The triplet pair function `x₀ (1 + c r)` with linear coefficient `c`. -/
def pair (c : ℝ) (x : Space) : ℝ := x 0 * (1 + c * ‖x‖)

/-- The partial derivative of `g` at `x` in the coordinate `i`. -/
def partialDeriv (i : Fin 3) (g : Space → ℝ) (x : Space) : ℝ :=
  deriv (fun t : ℝ => g (x + t • e i)) 0

/-- The relative-motion Hamiltonian `-∇² + 1/r` of two electrons in atomic units, applied to `g`
at a point `x ≠ 0`. -/
def hamiltonian (g : Space → ℝ) (x : Space) : ℝ :=
  -(∑ i, partialDeriv i (partialDeriv i g) x) + g x / ‖x‖

private abbrev coord (i : Fin 3) : Space →L[ℝ] ℝ := EuclideanSpace.proj i

private lemma e_apply (i j : Fin 3) : e i j = if j = i then 1 else 0 := by
  simp [e]

private lemma norm_e (i : Fin 3) : ‖e i‖ = 1 := by
  simp [e]

private lemma inner_e (x : Space) (i : Fin 3) : innerSL ℝ x (e i) = x i := by
  change inner ℝ x (e i) = x i
  simp [e, EuclideanSpace.inner_single_right]

private lemma axis_apply (s : ℝ) : (s • e 0) 0 = s := by
  change s * e 0 0 = s
  simp [e_apply]

private lemma axis_norm (s : ℝ) : ‖s • e 0‖ = |s| := by
  rw [norm_smul, norm_e, mul_one, Real.norm_eq_abs]

private lemma axis_ne {s : ℝ} (hs : s ≠ 0) : s • e 0 ≠ 0 := by
  rw [← norm_ne_zero_iff, axis_norm]
  exact abs_ne_zero.mpr hs

private lemma hasFDerivAt_r {x : Space} (hx : x ≠ 0) :
    HasFDerivAt (fun y : Space => ‖y‖) (‖x‖⁻¹ • innerSL ℝ x) x := by
  have hr : ‖x‖ ≠ 0 := norm_ne_zero_iff.mpr hx
  have h := (hasStrictFDerivAt_norm_sq x).hasFDerivAt.sqrt (pow_ne_zero 2 hr)
  simp only [Real.sqrt_sq (norm_nonneg _)] at h
  refine h.congr_fderiv ?_
  rw [← Nat.cast_smul_eq_nsmul ℝ, smul_smul]
  congr 1
  push_cast
  field_simp

private lemma hasFDerivAt_kink (x : Space) :
    HasFDerivAt (fun y : Space => y 0 * ‖y‖)
      (‖x‖ • coord 0 + (x 0 / ‖x‖) • innerSL ℝ x) x := by
  by_cases hx : x = 0
  · subst hx
    -- at the origin the function is quadratically small
    have h : HasFDerivAt (fun y : Space => y 0 * ‖y‖) (0 : Space →L[ℝ] ℝ) 0 := by
      refine Asymptotics.IsBigO.hasFDerivAt (n := 2) ?_ (by norm_num)
      refine Asymptotics.IsBigO.of_bound 1 (Eventually.of_forall fun y => ?_)
      have hy : ‖y 0‖ ≤ ‖y‖ := PiLp.norm_apply_le y 0
      rw [sub_zero, norm_mul, norm_norm, norm_pow, norm_norm, one_mul, sq]
      gcongr
    exact h.congr_fderiv (by simp)
  · have h := ((coord 0).hasFDerivAt (x := x)).mul (hasFDerivAt_r hx)
    refine HasFDerivAt.congr_fderiv h ?_
    change x 0 • (‖x‖⁻¹ • innerSL ℝ x) + ‖x‖ • coord 0 = _
    rw [smul_smul, ← div_eq_mul_inv, add_comm]

private lemma hasFDerivAt_pair (c : ℝ) (x : Space) :
    HasFDerivAt (pair c)
      (coord 0 + c • (‖x‖ • coord 0 + (x 0 / ‖x‖) • innerSL ℝ x)) x := by
  have h : pair c = fun y : Space => y 0 + c * (y 0 * ‖y‖) := by
    funext y
    unfold pair
    ring
  rw [h]
  exact ((coord 0).hasFDerivAt (x := x)).add ((hasFDerivAt_kink x).const_mul c)

/-- The triplet pair function is continuously differentiable everywhere, for every linear
coefficient. -/
theorem contDiff_one_pair (c : ℝ) : ContDiff ℝ 1 (pair c) := by
  rw [contDiff_one_iff_fderiv]
  refine ⟨fun x => (hasFDerivAt_pair c x).differentiableAt, ?_⟩
  rw [funext fun x => (hasFDerivAt_pair c x).fderiv]
  have h : Continuous (fun x : Space => (x 0 / ‖x‖) • innerSL ℝ x) := by
    rw [continuous_iff_continuousAt]
    intro x
    by_cases hx : x = 0
    · subst hx
      -- the direction-dependent part is bounded by r
      have h0 : Tendsto (fun x : Space => (x 0 / ‖x‖) • innerSL ℝ x) (𝓝 0) (𝓝 0) := by
        refine squeeze_zero_norm (a := fun x : Space => ‖x‖) (fun y => ?_) tendsto_norm_zero
        have hy : ‖y 0‖ ≤ ‖y‖ := PiLp.norm_apply_le y 0
        rw [norm_smul, innerSL_apply_norm, norm_div, norm_norm]
        exact mul_le_of_le_one_left (norm_nonneg y) (div_le_one_of_le₀ hy (norm_nonneg y))
      simpa [ContinuousAt] using h0
    · exact ((coord 0).continuous.continuousAt.div continuous_norm.continuousAt
        (norm_ne_zero_iff.mpr hx)).smul (innerSL ℝ).continuous.continuousAt
  exact continuous_const.add (((continuous_norm.smul continuous_const).add h).const_smul c)

private lemma partialDeriv_pair (c : ℝ) (i : Fin 3) (y : Space) :
    partialDeriv i (pair c) y = e i 0 * (1 + c * ‖y‖) + c * (y 0 * y i / ‖y‖) := by
  have h : HasDerivAt (fun t : ℝ => pair c (y + t • e i)) _ 0 :=
    (hasFDerivAt_pair c y).hasLineDerivAt (e i)
  rw [partialDeriv, h.deriv]
  change e i 0 + c * (‖y‖ * e i 0 + y 0 / ‖y‖ * innerSL ℝ y (e i)) = _
  rw [inner_e]
  ring

/-- The second partial derivatives of the pair function away from coalescence; `e i 0` is one for
the `x₀` direction and zero for the others. -/
theorem second_partialDeriv_pair (c : ℝ) (i : Fin 3) {x : Space} (hx : x ≠ 0) :
    partialDeriv i (partialDeriv i (pair c)) x =
      c * (2 * e i 0 * x i / ‖x‖ + x 0 / ‖x‖ - x 0 * x i ^ 2 / ‖x‖ ^ 3) := by
  have hr : ‖x‖ ≠ 0 := norm_ne_zero_iff.mpr hx
  have hn : HasDerivAt (fun t : ℝ => ‖x + t • e i‖) (x i / ‖x‖) 0 := by
    have h : HasDerivAt (fun t : ℝ => ‖x + t • e i‖) (‖x‖⁻¹ * innerSL ℝ x (e i)) 0 :=
      (hasFDerivAt_r hx).hasLineDerivAt (e i)
    rwa [inner_e, ← div_eq_inv_mul] at h
  have hc (j : Fin 3) : HasDerivAt (fun t : ℝ => (x + t • e i) j) (e i j) 0 :=
    ((coord j).hasFDerivAt (x := x)).hasLineDerivAt (e i)
  have key := (((hn.const_mul c).const_add 1).const_mul (e i 0)).add
    ((((hc 0).mul (hc i)).div hn (by simpa using hr)).const_mul c)
  have hii : e i i = 1 := by simp [e_apply]
  rw [funext (partialDeriv_pair c i), partialDeriv]
  refine (HasDerivAt.deriv key).trans ?_
  simp only [Pi.mul_apply, zero_smul, add_zero, hii]
  field_simp
  ring

/-- On the `x₀` axis, away from the origin, the second `x₀`-derivative is `2c` times the sign of the
position. -/
theorem second_deriv_axis (c : ℝ) {s : ℝ} (hs : s ≠ 0) :
    partialDeriv 0 (partialDeriv 0 (pair c)) (s • e 0) = 2 * c * (s / |s|) := by
  have ha : |s| ≠ 0 := abs_ne_zero.mpr hs
  have h : s * s ^ 2 / |s| ^ 3 = s / |s| := by
    rw [← sq_abs s]
    field_simp
  have h0 : e 0 0 = 1 := by simp [e_apply]
  rw [second_partialDeriv_pair c 0 (axis_ne hs), axis_apply, axis_norm, h0]
  linear_combination -c * h

/-- The pair function is twice continuously differentiable at coalescence exactly when its linear
coefficient vanishes. -/
theorem contDiffAt_two_iff (c : ℝ) : ContDiffAt ℝ 2 (pair c) 0 ↔ c = 0 := by
  constructor
  · intro h
    by_contra hc
    have hd : DifferentiableAt ℝ (fderiv ℝ (pair c)) ((0 : ℝ) • e 0) := by
      rw [zero_smul]
      exact (h.fderiv_right (m := 1) (by norm_num)).differentiableAt (by norm_num)
    have hl : DifferentiableAt ℝ (fun t : ℝ => t • e 0) 0 := by fun_prop
    have hg := (DifferentiableAt.comp (0 : ℝ) hd hl).clm_apply (differentiableAt_const (e 0))
    -- the slope along the axis is 1 + 2c|t|, which has a kink
    have habs : (abs : ℝ → ℝ) =
        fun t => (fderiv ℝ (pair c) (t • e 0) (e 0) - 1) * (2 * c)⁻¹ := by
      funext t
      have h0 : e 0 0 = 1 := by simp [e_apply]
      have hq : t / |t| * t = |t| := by
        by_cases ht : t = 0
        · simp [ht]
        · have ha : |t| ≠ 0 := abs_ne_zero.mpr ht
          rw [div_mul_eq_mul_div, div_eq_iff ha, abs_mul_abs_self]
      rw [(hasFDerivAt_pair c (t • e 0)).fderiv]
      change |t| = (e 0 0 + c * (‖t • e 0‖ * e 0 0 +
        (t • e 0) 0 / ‖t • e 0‖ * innerSL ℝ (t • e 0) (e 0)) - 1) * (2 * c)⁻¹
      rw [inner_e, axis_apply, axis_norm, h0, hq]
      field_simp
      ring
    apply not_differentiableAt_abs_zero
    rw [habs]
    exact (hg.sub_const 1).mul_const _
  · rintro rfl
    have h : pair 0 = fun y : Space => coord 0 y := by
      funext y
      simp [pair]
    rw [h]
    exact (coord 0).contDiff.contDiffAt

/-- Away from coalescence the Hamiltonian turns the pair function into `(1 - 4c) x₀/r + c x₀`. -/
theorem hamiltonian_pair (c : ℝ) {x : Space} (hx : x ≠ 0) :
    hamiltonian (pair c) x = (1 - 4 * c) * (x 0 / ‖x‖) + c * x 0 := by
  have hr : ‖x‖ ≠ 0 := norm_ne_zero_iff.mpr hx
  have hs : ‖x‖ ^ 2 = x 0 ^ 2 + x 1 ^ 2 + x 2 ^ 2 := by
    rw [EuclideanSpace.norm_sq_eq]
    simp [Fin.sum_univ_three]
  have hq : x 0 * (x 0 ^ 2 + x 1 ^ 2 + x 2 ^ 2) / ‖x‖ ^ 3 = x 0 / ‖x‖ := by
    rw [← hs]
    field_simp
  have hp : x 0 * (1 + c * ‖x‖) / ‖x‖ = x 0 / ‖x‖ + c * x 0 := by
    field_simp
  have h0 : e 0 0 = 1 := by simp [e_apply]
  have h1 : e 1 0 = 0 := by simp [e_apply]
  have h2 : e 2 0 = 0 := by simp [e_apply]
  simp only [hamiltonian, Fin.sum_univ_three, second_partialDeriv_pair c _ hx, h0, h1, h2, pair]
  linear_combination c * hq + hp

/-- The Hamiltonian applied to the pair function tends to zero at coalescence exactly when the
linear coefficient is `1/4`. -/
theorem hamiltonian_tendsto_iff (c : ℝ) :
    Tendsto (hamiltonian (pair c)) (𝓝[≠] 0) (𝓝 0) ↔ c = 1 / 4 := by
  constructor
  · intro h
    -- approach the origin along the positive axis
    have hl : Tendsto (fun s : ℝ => s • e 0) (𝓝[>] 0) (𝓝[≠] 0) := by
      refine tendsto_nhdsWithin_iff.mpr ⟨?_, ?_⟩
      · have hc : Continuous (fun s : ℝ => s • e 0) := by fun_prop
        have h0 := hc.tendsto 0
        rw [zero_smul] at h0
        exact h0.mono_left nhdsWithin_le_nhds
      · filter_upwards [self_mem_nhdsWithin] with s hs
        exact axis_ne (ne_of_gt hs)
    have hv : Tendsto (fun s : ℝ => (1 - 4 * c) + c * s) (𝓝[>] 0) (𝓝 (1 - 4 * c)) := by
      have hc : Continuous (fun s : ℝ => (1 - 4 * c) + c * s) := by fun_prop
      have h0 := hc.tendsto 0
      rw [mul_zero, add_zero] at h0
      exact h0.mono_left nhdsWithin_le_nhds
    have hw := (h.comp hl).congr' (f₂ := fun s : ℝ => (1 - 4 * c) + c * s) (by
      filter_upwards [self_mem_nhdsWithin] with s hs
      have hs' : 0 < s := hs
      rw [Function.comp_apply, hamiltonian_pair c (axis_ne hs'.ne'), axis_apply, axis_norm,
        abs_of_pos hs', div_self hs'.ne', mul_one])
    linarith [tendsto_nhds_unique hv hw]
  · rintro rfl
    have h0 : Tendsto (fun x : Space => 1 / 4 * x 0) (𝓝[≠] 0) (𝓝 0) := by
      have hc : Continuous (fun x : Space => 1 / 4 * x 0) :=
        continuous_const.mul (coord 0).continuous
      have h := hc.tendsto 0
      simp only [PiLp.zero_apply, mul_zero] at h
      exact h.mono_left nhdsWithin_le_nhds
    refine h0.congr' ?_
    filter_upwards [self_mem_nhdsWithin] with x hx
    rw [hamiltonian_pair _ hx]
    ring

/-- The triplet pair function `x₀ (1 + r/4)` vanishes at coalescence and is continuously
differentiable, but its second `x₀`-derivative tends to `1/2` and `-1/2` along the two halves of the
`x₀` axis, and it is not twice continuously differentiable at coalescence. -/
theorem triplet_cusp :
    pair (1 / 4) 0 = 0 ∧ ContDiff ℝ 1 (pair (1 / 4)) ∧
    Tendsto (fun s : ℝ => partialDeriv 0 (partialDeriv 0 (pair (1 / 4))) (s • e 0))
      (𝓝[>] 0) (𝓝 (1 / 2)) ∧
    Tendsto (fun s : ℝ => partialDeriv 0 (partialDeriv 0 (pair (1 / 4))) (s • e 0))
      (𝓝[<] 0) (𝓝 (-1 / 2)) ∧
    ¬ ContDiffAt ℝ 2 (pair (1 / 4)) 0 := by
  refine ⟨by simp [pair], contDiff_one_pair _, ?_, ?_, ?_⟩
  · refine tendsto_const_nhds.congr' ?_
    filter_upwards [self_mem_nhdsWithin] with s hs
    have hs' : 0 < s := hs
    rw [second_deriv_axis _ hs'.ne', abs_of_pos hs', div_self hs'.ne']
    norm_num
  · refine tendsto_const_nhds.congr' ?_
    filter_upwards [self_mem_nhdsWithin] with s hs
    have hs' : s < 0 := hs
    rw [second_deriv_axis _ hs'.ne, abs_of_neg hs', div_neg, div_self hs'.ne]
    norm_num
  · rw [contDiffAt_two_iff]
    norm_num

end

end TripletCusp
```

```lean
#print axioms TripletCusp.hamiltonian_tendsto_iff
#print axioms TripletCusp.triplet_cusp
```

```
'TripletCusp.hamiltonian_tendsto_iff' depends on axioms: [propext, Classical.choice, Quot.sound]
'TripletCusp.triplet_cusp' depends on axioms: [propext, Classical.choice, Quot.sound]
```

## What is guaranteed about the pair function

`Space` is three-dimensional Euclidean space, `pair c` is $f_c$, and `e i` is the unit vector along axis $i$. `partialDeriv` is the ordinary derivative along a coordinate line, and `hamiltonian` combines three second derivatives with the Coulomb term.

The final theorem, `triplet_cusp`, states five facts for $c=1/4$: the function is zero at the origin; it is continuously differentiable everywhere (`ContDiff ℝ 1`); its second $x_0$-derivative tends to $1/2$ as $s$ approaches zero from above (`𝓝[>] 0`); it tends to $-1/2$ from below (`𝓝[<] 0`); and the function is not twice continuously differentiable at the origin (`ContDiffAt ℝ 2` fails). The coefficient is singled out separately by `hamiltonian_tendsto_iff`, whose filter `𝓝[≠] 0` means approach from any direction without reaching the origin.

Kato's cusp conditions concern exact many-electron eigenfunctions. These theorems concern one explicit family of functions, with no nuclei, other electrons or centre-of-mass motion. Spin enters only through the choice of an odd function, and $f_c$ is a short-range form, not a normalisable state.

The formulas for second derivatives assume $x\neq0$, or $s\ne0$ on the axis. At $s=0$ with $c=1/4$, the difference quotient of the slope is $(|t|/2)/t=\pm1/2$, so no second derivative exists. Lean's conventions assign zero to both a missing derivative and a division by zero, so the equation would still hold there formally, but without physical meaning.

A broader model would take $x_0u(r)$, with $u$ twice continuously differentiable up to $r=0$. The one-sided limits would then be $\pm2u'(0)$ and the Coulomb cancellation would read $u'(0)=u(0)/4$. This would include correlation factors that level off at large distance, but would require hypotheses on $u$.

## How the proof follows the calculation

The lemmas from `e_apply` to `axis_ne` supply coordinates, norms and inner products for the unit vectors and axis points. `hasFDerivAt_r` differentiates $r$ as the square root of $r^2$. `hasFDerivAt_kink` handles $x_0r$: the product rule away from the origin, the quadratic bound at it. `hasFDerivAt_pair` adds the linear term.

`contDiff_one_pair` proves that the gradient is continuous, using `squeeze_zero_norm` for the bound by $r$. `partialDeriv_pair` reads off the first partial derivatives. `second_partialDeriv_pair` applies the product and quotient rules, and `field_simp` and `ring` tidy the fractions. `second_deriv_axis` specialises the result to the axis.

For `contDiffAt_two_iff`, the proof solves $1+2c|t|$ for $|t|$, assuming $c\ne0$. Twice continuous differentiability would then make the absolute value differentiable at zero, contradicting `not_differentiableAt_abs_zero`.

`hamiltonian_pair` sums the second derivatives, with `linear_combination` using $\sum_i x_i^2=r^2$ and the split of the Coulomb term. `hamiltonian_tendsto_iff` restricts the limit to the positive axis and compares the values $0$ and $1-4c$ by uniqueness of limits; the converse uses $Hf_{1/4}=x_0/4$. `triplet_cusp` collects the results, with each one-sided limit being that of a constant function.
